# Coexistence and exclusion of two competing orders in a quartic Landau model

A crystal's high-symmetry structure can be unstable to two distortions at once, say a polar displacement and a rotation of its octahedra. Each would lower the energy on its own. Does the ground state contain both, or does one suppress the other?

Let $p$ and $q$ be the real amplitudes of the two distortions. Take the energy to fourth order, with independent symmetry under $p\to-p$ and $q\to-q$, and suppose that the coefficients of $p^4$ and $q^4$ are positive, so that rescaling the amplitudes makes both equal to one. Relative to the high-symmetry structure, the energy is then

$$F(p,q)=-ap^2-bq^2+p^4+q^4+2g\,p^2q^2 .$$

Here $a,b>0$ says that both instabilities are present, and $g$ measures their coupling. The condition $g>-1$ is stability at large amplitude: for $g\le-1$, $F$ falls without bound along $p=q$.

## The energy and its minimizers

In Lean 4 with Mathlib:

```lean
import Mathlib

noncomputable section

namespace LandauCompetingOrders

variable {a b g p q : ℝ}
```

The `variable` line declares five real numbers. Each theorem below holds for all their values that satisfy its hypotheses.

```lean
/-- The Landau energy of two real order parameters `p` and `q` with quadratic coefficients
`-a` and `-b`, unit quartic coefficients and biquadratic coupling `2g`. -/
def landauEnergy (a b g p q : ℝ) : ℝ :=
  -a * p ^ 2 - b * q ^ 2 + p ^ 4 + q ^ 4 + 2 * g * p ^ 2 * q ^ 2
```

This is $F$, with the coefficients as explicit arguments. The minus signs make positive `a` and `b` mean instability, and the coupling coefficient is $2g$, not $g$. The model is uniform and has one real component per order; it has no gradients, fluctuations or sixth-order terms.

```lean
/-- The pair `(p, q)` is a global minimizer of the Landau energy. -/
def IsGroundState (a b g p q : ℝ) : Prop :=
  ∀ x y : ℝ, landauEnergy a b g p q ≤ landauEnergy a b g x y
```

A `Prop` is a statement. This one says $F(p,q)\le F(x,y)$ for all real $x,y$, so "ground state" means a global minimizer, not merely a local one.

```lean
/-- The squared amplitude, in the mixed phase, of the order with coefficient `a` competing with
the order with coefficient `b`; the formula is meant for `g ^ 2 ≠ 1`. -/
def mixedIntensity (a b g : ℝ) : ℝ := (a - g * b) / (2 * (1 - g ^ 2))
```

If both amplitudes are nonzero, setting the derivatives of $F$ to zero gives $2(X+gY)=a$ and $2(Y+gX)=b$ for $X=p^2$, $Y=q^2$. For $g^2\ne1$, subtracting $g$ times the second equation from the first gives $X$, and subtracting $g$ times the first from the second gives $Y$:

$$X=\frac{a-gb}{2(1-g^2)},\qquad Y=\frac{b-ga}{2(1-g^2)} .$$

The code writes these as `mixedIntensity a b g` and `mixedIntensity b a g`.

```lean
/-- If `E` is a lower bound of the Landau energy and is attained somewhere, then the ground
states are exactly the points of energy `E`. -/
theorem isGroundState_iff_energy {E x₀ y₀ : ℝ}
    (hE : ∀ x y, E ≤ landauEnergy a b g x y) (h₀ : landauEnergy a b g x₀ y₀ = E) :
    IsGroundState a b g p q ↔ landauEnergy a b g p q = E :=
  ⟨fun h => le_antisymm ((h x₀ y₀).trans_eq h₀) (hE p q), fun h x y => h.trans_le (hE x y)⟩
```

Suppose $E\le F$ everywhere and $F(x_0,y_0)=E$. A minimizer satisfies $F(p,q)\le F(x_0,y_0)=E$, hence $F(p,q)=E$. Conversely, a point of energy $E$ lies no higher than any other. The two entries between `⟨` and `⟩` are these two directions. Each phase can now be found by writing $F$ as a constant plus nonnegative terms.

```lean
/-- Exchanging the two order parameters together with their quadratic coefficients maps ground
states to ground states. -/
theorem isGroundState_swap : IsGroundState a b g p q ↔ IsGroundState b a g q p := by
  have key : ∀ a b p q : ℝ, landauEnergy a b g p q = landauEnergy b a g q p := by
    intro a b p q
    unfold landauEnergy
    ring
  constructor
  · intro h x y
    rw [key b a q p, key b a x y]
    exact h y x
  · intro h x y
    rw [key a b p q, key a b x y]
    exact h y x
```

Exchanging $p$ with $q$ and $a$ with $b$ leaves $F$ unchanged; `ring` checks this polynomial identity. Each result about the first order therefore also serves for the second.

## Below unit coupling: both orders or one

```lean
/-- For `-1 < g < 1` and `g b < a`, the mixed-phase squared amplitude of the first order is
positive. -/
theorem mixedIntensity_pos (hg : -1 < g) (hg1 : g < 1) (h : g * b < a) :
    0 < mixedIntensity a b g :=
  div_pos (by linarith) (by nlinarith)
```

For $-1<g<1$ we have $1-g^2=(1-g)(1+g)>0$, so $X$ is positive when $a>gb$.

```lean
/-- Mixed phase: for `-1 < g < 1`, `g b < a` and `g a < b`, the ground states are exactly the
points whose squared amplitudes are the two mixed intensities. -/
theorem mixed_phase (hg : -1 < g) (hg1 : g < 1) (h1 : g * b < a) (h2 : g * a < b) :
    IsGroundState a b g p q ↔
      p ^ 2 = mixedIntensity a b g ∧ q ^ 2 = mixedIntensity b a g := by
  have hD : 0 < 1 - g ^ 2 := by nlinarith
  have hX := mixedIntensity_pos hg hg1 h1
  have hY := mixedIntensity_pos hg hg1 h2
  have eX : a - g * b = mixedIntensity a b g * (2 * (1 - g ^ 2)) :=
    (div_eq_iff (mul_pos two_pos hD).ne').mp rfl
  have eY : b - g * a = mixedIntensity b a g * (2 * (1 - g ^ 2)) :=
    (div_eq_iff (mul_pos two_pos hD).ne').mp rfl
  generalize mixedIntensity a b g = X at hX eX ⊢
  generalize mixedIntensity b a g = Y at hY eY ⊢
  -- the stationarity conditions for the two intensities
  have hA : 2 * (X + g * Y) = a :=
    mul_left_cancel₀ hD.ne' (by linear_combination -eX - g * eY)
  have hB : 2 * (Y + g * X) = b :=
    mul_left_cancel₀ hD.ne' (by linear_combination -eY - g * eX)
  -- completing the squares around the stationary point
  have key : ∀ x y, landauEnergy a b g x y = -(X ^ 2 + Y ^ 2 + 2 * g * X * Y) +
      ((x ^ 2 - X + g * (y ^ 2 - Y)) ^ 2 + (1 - g ^ 2) * (y ^ 2 - Y) ^ 2) := by
    intro x y
    unfold landauEnergy
    linear_combination x ^ 2 * hA + y ^ 2 * hB
  have e1 : ∀ x y : ℝ, 0 ≤ (x ^ 2 - X + g * (y ^ 2 - Y)) ^ 2 := fun x y => sq_nonneg _
  have e2 : ∀ y : ℝ, 0 ≤ (1 - g ^ 2) * (y ^ 2 - Y) ^ 2 :=
    fun y => mul_nonneg hD.le (sq_nonneg _)
  rw [isGroundState_iff_energy (E := -(X ^ 2 + Y ^ 2 + 2 * g * X * Y))
    (x₀ := √X) (y₀ := √Y) (fun x y => by rw [key]; linarith [e1 x y, e2 y])
    (by rw [key, Real.sq_sqrt hX.le, Real.sq_sqrt hY.le]; ring), key]
  constructor
  · intro h
    have z2 : (1 - g ^ 2) * (q ^ 2 - Y) ^ 2 = 0 := by linarith [e1 p q, e2 q]
    have z1 : (p ^ 2 - X + g * (q ^ 2 - Y)) ^ 2 = 0 := by linarith [e1 p q, e2 q]
    have hq := (pow_eq_zero_iff two_ne_zero).mp ((mul_eq_zero.mp z2).resolve_left hD.ne')
    have hp := (pow_eq_zero_iff two_ne_zero).mp z1
    rw [hq] at hp
    exact ⟨by linarith, by linarith⟩
  · rintro ⟨hp, hq⟩
    rw [hp, hq]
    ring
```

When both inequalities hold, the minimizers are exactly the points with $p^2=X$ and $q^2=Y$, that is, the four points $(\pm\sqrt X,\pm\sqrt Y)$. By hand, put $u=p^2-X$ and $v=q^2-Y$. Substituting the stationarity conditions for $a$ and $b$ gives

$$\begin{aligned}F&=-(X^2+Y^2+2gXY)+u^2+v^2+2guv\\&=-(X^2+Y^2+2gXY)+(u+gv)^2+(1-g^2)v^2 .\end{aligned}$$

The last two terms are nonnegative and vanish together only if $v=0$ and then $u=0$. Since $X,Y>0$, real amplitudes attain this bound.

In the proof, `hA` and `hB` are the stationarity conditions, and `key` is the completed square. `e1` and `e2` record that its terms are nonnegative, from which `linarith` concludes that each vanishes at a minimizer.

```lean
/-- Pure phase at weak coupling: for `-1 < g < 1`, `a > 0` and `b ≤ g a`, the ground states are
exactly the points with `p ^ 2 = a / 2` and `q = 0`. -/
theorem pure_phase (hg : -1 < g) (hg1 : g < 1) (ha : 0 < a) (h : b ≤ g * a) :
    IsGroundState a b g p q ↔ p ^ 2 = a / 2 ∧ q = 0 := by
  have hD : 0 < 1 - g ^ 2 := by nlinarith
  have key : ∀ x y, landauEnergy a b g x y = -a ^ 2 / 4 +
      ((x ^ 2 + g * y ^ 2 - a / 2) ^ 2 + (1 - g ^ 2) * y ^ 4 + (g * a - b) * y ^ 2) := by
    intro x y
    unfold landauEnergy
    ring
  have e1 : ∀ x y : ℝ, 0 ≤ (x ^ 2 + g * y ^ 2 - a / 2) ^ 2 := fun x y => sq_nonneg _
  have e2 : ∀ y : ℝ, 0 ≤ (1 - g ^ 2) * y ^ 4 := fun y => mul_nonneg hD.le (by positivity)
  have e3 : ∀ y : ℝ, 0 ≤ (g * a - b) * y ^ 2 :=
    fun y => mul_nonneg (by linarith) (sq_nonneg y)
  have hs : √(a / 2) ^ 2 = a / 2 := Real.sq_sqrt (by positivity)
  rw [isGroundState_iff_energy (E := -a ^ 2 / 4) (x₀ := √(a / 2)) (y₀ := 0)
    (fun x y => by rw [key]; linarith [e1 x y, e2 y, e3 y]) (by rw [key, hs]; ring), key]
  constructor
  · intro h0
    have z2 : (1 - g ^ 2) * q ^ 4 = 0 := by linarith [e1 p q, e2 q, e3 q]
    have z1 : (p ^ 2 + g * q ^ 2 - a / 2) ^ 2 = 0 := by linarith [e1 p q, e2 q, e3 q]
    have hq : q = 0 :=
      (pow_eq_zero_iff four_ne_zero).mp ((mul_eq_zero.mp z2).resolve_left hD.ne')
    have hp := (pow_eq_zero_iff two_ne_zero).mp z1
    rw [hq] at hp
    exact ⟨by linarith, hq⟩
  · rintro ⟨hp, hq⟩
    rw [hp, hq]
    ring
```

If instead $b\le ga$, only the first order condenses, with $p^2=a/2$. The identity is

$$F+\frac{a^2}{4}=\Bigl(p^2+gq^2-\frac a2\Bigr)^2+(1-g^2)q^4+(ga-b)q^2 .$$

All three terms are nonnegative, and all vanish at $(\sqrt{a/2},0)$. At any minimizer the second term forces $q=0$, even on the boundary $b=ga$; the first then gives $p^2=a/2$. The proof takes the same steps, with `z2` giving $q=0$ and `z1` giving $p^2$.

## Above unit coupling: one order only

```lean
/-- Strong coupling: for `g > 1`, `a > 0` and `b ≤ a`, the ground states are the points with
`p ^ 2 = a / 2` and `q = 0`, joined at `a = b` by those with `p = 0` and `q ^ 2 = a / 2`. -/
theorem exclusive_phase (hg : 1 < g) (ha : 0 < a) (h : b ≤ a) :
    IsGroundState a b g p q ↔
      (p ^ 2 = a / 2 ∧ q = 0) ∨ (a = b ∧ p = 0 ∧ q ^ 2 = a / 2) := by
  have key : ∀ x y, landauEnergy a b g x y = -a ^ 2 / 4 +
      ((x ^ 2 + y ^ 2 - a / 2) ^ 2 + 2 * (g - 1) * (x * y) ^ 2 + (a - b) * y ^ 2) := by
    intro x y
    unfold landauEnergy
    ring
  have e1 : ∀ x y : ℝ, 0 ≤ (x ^ 2 + y ^ 2 - a / 2) ^ 2 := fun x y => sq_nonneg _
  have e2 : ∀ x y : ℝ, 0 ≤ 2 * (g - 1) * (x * y) ^ 2 :=
    fun x y => mul_nonneg (by linarith) (sq_nonneg _)
  have e3 : ∀ y : ℝ, 0 ≤ (a - b) * y ^ 2 := fun y => mul_nonneg (by linarith) (sq_nonneg y)
  have hs : √(a / 2) ^ 2 = a / 2 := Real.sq_sqrt (by positivity)
  rw [isGroundState_iff_energy (E := -a ^ 2 / 4) (x₀ := √(a / 2)) (y₀ := 0)
    (fun x y => by rw [key]; linarith [e1 x y, e2 x y, e3 y]) (by rw [key, hs]; ring), key]
  constructor
  · intro h0
    have z1 : (p ^ 2 + q ^ 2 - a / 2) ^ 2 = 0 := by linarith [e1 p q, e2 p q, e3 q]
    have z2 : 2 * (g - 1) * (p * q) ^ 2 = 0 := by linarith [e1 p q, e2 p q, e3 q]
    have z3 : (a - b) * q ^ 2 = 0 := by linarith [e1 p q, e2 p q, e3 q]
    have hr := (pow_eq_zero_iff two_ne_zero).mp z1
    have hc : 2 * (g - 1) ≠ 0 := (by linarith : 0 < 2 * (g - 1)).ne'
    -- the coupling term forces one of the two orders to vanish
    have hpq := (pow_eq_zero_iff two_ne_zero).mp ((mul_eq_zero.mp z2).resolve_left hc)
    rcases mul_eq_zero.mp hpq with hp | hq
    · rw [hp] at hr
      have hq2 : q ^ 2 = a / 2 := by linarith
      rw [hq2] at z3
      have hab := (mul_eq_zero.mp z3).resolve_right (half_pos ha).ne'
      exact Or.inr ⟨by linarith, hp, hq2⟩
    · rw [hq] at hr
      exact Or.inl ⟨by linarith, hq⟩
  · rintro (⟨hp, hq⟩ | ⟨hab, hp, hq⟩)
    · rw [hp, hq]
      ring
    · rw [hp, hq, ← hab]
      ring
```

For $g>1$ and $b\le a$, the useful decomposition is

$$F+\frac{a^2}{4}=\Bigl(p^2+q^2-\frac a2\Bigr)^2+2(g-1)p^2q^2+(a-b)q^2 .$$

The minimum is again $-a^2/4$, and all three terms must vanish there. The middle one gives $pq=0$. If $q=0$, then $p^2=a/2$. If $p=0$, then $q^2=a/2>0$, and the last term requires $a=b$. The `rcases` line splits the proof into these two cases.

It would be wrong to infer coexistence from positive $X$ and $Y$ alone. For $a=b=1$ and $g=2$, numerator and denominator are both negative and $X=Y=1/6$, yet this stationary point has energy $-1/6$, above the pure-phase value $-1/4$.

## The coexistence criterion

```lean
/-- Competing instabilities: for `a, b > 0`, `g > -1` and `g ≠ 1` a ground state exists. For
`g < 1` both orders are nonzero in a ground state exactly when `a > g b` and `b > g a`; for
`g > 1` exactly one order is nonzero in every ground state. -/
theorem competing_instabilities (ha : 0 < a) (hb : 0 < b) (hg : -1 < g) (hg1 : g ≠ 1) :
    (∃ p q, IsGroundState a b g p q) ∧
    ∀ p q, IsGroundState a b g p q →
      (g < 1 → ((p ≠ 0 ∧ q ≠ 0) ↔ (g * b < a ∧ g * a < b))) ∧
      (1 < g → ((p ≠ 0 ∧ q = 0) ∨ (p = 0 ∧ q ≠ 0))) := by
  have nz : ∀ x c : ℝ, 0 < c → x ^ 2 = c → x ≠ 0 := by
    intro x c hc hx h0
    rw [h0] at hx
    linarith
  have sa : √(a / 2) ^ 2 = a / 2 := Real.sq_sqrt (by positivity)
  have sb : √(b / 2) ^ 2 = b / 2 := Real.sq_sqrt (by positivity)
  constructor
  · rcases lt_or_gt_of_ne hg1 with hlt | hgt
    · by_cases h1 : g * b < a
      · by_cases h2 : g * a < b
        · exact ⟨√(mixedIntensity a b g), √(mixedIntensity b a g),
            (mixed_phase hg hlt h1 h2).2
              ⟨Real.sq_sqrt (mixedIntensity_pos hg hlt h1).le,
                Real.sq_sqrt (mixedIntensity_pos hg hlt h2).le⟩⟩
        · exact ⟨√(a / 2), 0, (pure_phase hg hlt ha (not_lt.1 h2)).2 ⟨sa, rfl⟩⟩
      · exact ⟨0, √(b / 2),
          isGroundState_swap.2 ((pure_phase hg hlt hb (not_lt.1 h1)).2 ⟨sb, rfl⟩)⟩
    · rcases le_total b a with h | h
      · exact ⟨√(a / 2), 0, (exclusive_phase hgt ha h).2 (Or.inl ⟨sa, rfl⟩)⟩
      · exact ⟨0, √(b / 2),
          isGroundState_swap.2 ((exclusive_phase hgt hb h).2 (Or.inl ⟨sb, rfl⟩))⟩
  · intro p q hpq
    refine ⟨fun hlt => ⟨?_, ?_⟩, fun hgt => ?_⟩
    · -- if an inequality fails, the corresponding order is absent
      rintro ⟨hp, hq⟩
      constructor
      · by_contra hc
        exact hp ((pure_phase hg hlt hb (not_lt.1 hc)).1 (isGroundState_swap.1 hpq)).2
      · by_contra hc
        exact hq ((pure_phase hg hlt ha (not_lt.1 hc)).1 hpq).2
    · rintro ⟨h1, h2⟩
      obtain ⟨hp, hq⟩ := (mixed_phase hg hlt h1 h2).1 hpq
      exact ⟨nz p _ (mixedIntensity_pos hg hlt h1) hp, nz q _ (mixedIntensity_pos hg hlt h2) hq⟩
    · rcases le_total b a with h | h
      · rcases (exclusive_phase hgt ha h).1 hpq with ⟨hp, hq⟩ | ⟨_, hp, hq⟩
        · exact Or.inl ⟨nz p _ (half_pos ha) hp, hq⟩
        · exact Or.inr ⟨hp, nz q _ (half_pos ha) hq⟩
      · rcases (exclusive_phase hgt hb h).1 (isGroundState_swap.1 hpq) with
          ⟨hq, hp⟩ | ⟨_, hq, hp⟩
        · exact Or.inr ⟨hp, nz q _ (half_pos hb) hq⟩
        · exact Or.inl ⟨nz p _ (half_pos hb) hp, hq⟩
```

The hypotheses are $a,b>0$, $g>-1$ and $g\ne1$. The first part of the conclusion says that a minimizer exists, so the second part is never about an empty set. The second part concerns every minimizer $(p,q)$:

- If $g<1$, both components are nonzero exactly when $a>gb$ and $b>ga$.
- If $g>1$, exactly one component is nonzero.

Existence comes from choosing the explicit point that belongs to each case. For the criterion at $g<1$, suppose both components are nonzero but $a\le gb$. Then `pure_phase`, with the orders exchanged, gives $p=0$, a contradiction; $b\le ga$ similarly gives $q=0$. Conversely, the two inequalities give $p^2=X>0$ and $q^2=Y>0$ by `mixed_phase`. For $g>1$, `le_total` orders $a$ and $b$, and `exclusive_phase` applies directly or after exchange.

For $-1<g\le0$ both inequalities hold automatically, so the orders always coexist. In simulation practice, a computed energy surface for two one-component modes with amplitudes $P$ and $Q$ may be well fitted by $-AP^2-BQ^2+\alpha P^4+\beta Q^4+\gamma P^2Q^2$ with $A,B,\alpha,\beta>0$. Rescaling the amplitudes gives $a=A/\sqrt\alpha$, $b=B/\sqrt\beta$ and $g=\gamma/(2\sqrt{\alpha\beta})$. If $g>-1$ and $g\ne1$, the theorem then decides whether the fitted model's ground state combines the two modes.

```lean
/-- At `g = 1` with equal quadratic coefficients `a > 0`, the ground states are exactly the
points of the circle `p ^ 2 + q ^ 2 = a / 2`. -/
theorem degenerate_circle (ha : 0 < a) :
    IsGroundState a a 1 p q ↔ p ^ 2 + q ^ 2 = a / 2 := by
  have key : ∀ x y, landauEnergy a a 1 x y = -a ^ 2 / 4 + (x ^ 2 + y ^ 2 - a / 2) ^ 2 := by
    intro x y
    unfold landauEnergy
    ring
  have hs : √(a / 2) ^ 2 = a / 2 := Real.sq_sqrt (by positivity)
  rw [isGroundState_iff_energy (E := -a ^ 2 / 4) (x₀ := √(a / 2)) (y₀ := 0)
    (fun x y => by rw [key]; linarith [sq_nonneg (x ^ 2 + y ^ 2 - a / 2)])
    (by rw [key, hs]; ring), key]
  constructor
  · intro h
    have z : (p ^ 2 + q ^ 2 - a / 2) ^ 2 = 0 := by linarith
    linarith [(pow_eq_zero_iff two_ne_zero).mp z]
  · intro h
    rw [h]
    ring

end LandauCompetingOrders
```

At $g=1$ and $a=b$ the energy is $F=-a^2/4+(p^2+q^2-a/2)^2$, so the minimizers form a circle of radius $\sqrt{a/2}$. It contains pure points and mixed ones, although $a>gb$ fails. Neither the criterion for $g<1$ nor the exclusion for $g>1$ therefore extends to $g=1$.

```lean
#print axioms LandauCompetingOrders.competing_instabilities
#print axioms LandauCompetingOrders.degenerate_circle
```

```
'LandauCompetingOrders.competing_instabilities' depends on axioms: [propext, Classical.choice, Quot.sound]
'LandauCompetingOrders.degenerate_circle' depends on axioms: [propext, Classical.choice, Quot.sound]
```
